# A circle integral around the Borel double pole of exp(−2)(n+1)!/2ⁿ gives the squared leading exchange splitting of H2+

Let E be the ground-state energy of H2+. Resumming the long-range expansion of −E in powers of 1/R by a Laplace integral over a Borel variable t involves a choice: the path must pass a singularity at t = 2, either below or above it. If the singularity is a pole, the two results differ by a loop integral around it. This is the case if the coefficients of −E are taken to be exactly

c_n = exp(−2) (n+1)!/2ⁿ,

and the path below minus the path above then gives −(πi/2)D², where R is the internuclear distance in atomic units and

D = 4R exp(−R−1)

is the leading term, at large R, of the splitting between the lowest ungerade and gerade states. For this one-electron molecule, and at leading order only, the growth of a power series in 1/R thus encodes an exponentially small exchange energy.

In Lean 4 with Mathlib:

```lean
import Mathlib

open scoped Real

namespace BorelExchangeSplitting

noncomputable section
```

## The growth law: amplitude A and rate a

The general law is c_n = A (n+1)!/aⁿ, with real A and nonzero real a. The amplitude A sets the size of the coefficients. For A ≠ 0, a is the place of the singularity on the t axis. For a > 0 all coefficients have the same sign and the singularity lies on the Laplace path; for a < 0 the signs alternate and it lies on the negative axis.

```lean
/-- The coefficients `A (n+1)! / a^n` of a series in `1/R`, for `a ≠ 0`. -/
def coeff (A a : ℝ) (n : ℕ) : ℝ := A * ((n + 1).factorial : ℝ) / a ^ n
```

The name `borel` stands for a closed form, A(1 − t/a)⁻², and not for a series. That the Borel series sums to it is a theorem further down.

```lean
/-- The function `A (1 - t/a)^(-2)` on the Borel plane, for `a ≠ 0` and `t ≠ a`. -/
def borel (A a : ℝ) (t : ℂ) : ℂ := (A : ℂ) / (1 - t / (a : ℂ)) ^ 2
```

D is likewise a definition, `splitting R`, and is not computed from the Schrödinger equation. The step from here to the molecule is the claim that the true coefficients of −E follow this law at large n, with A = exp(−2) and a = 2, and that the ratio of the true splitting to D tends to 1 at large R. The minus sign matters: the high-order coefficients of E itself are negative. Both are taken as input.

```lean
/-- The leading exchange splitting `D = 4 R exp(-R-1)` of H2+ at internuclear distance `R`,
in atomic units. -/
def splitting (R : ℝ) : ℝ := 4 * R * Real.exp (-R - 1)
```

## Nonzero amplitude: the series diverges at every distance

Multiply the n-th term of the series by (aR)ⁿ/n!:

(c_n/Rⁿ) · (aR)ⁿ/n! = A(n+1).

The factor (aR)ⁿ/n! tends to zero. If the series converged, its terms would tend to zero too, and so would the product. But |A(n+1)| ≥ |A| > 0. This last inequality is where A ≠ 0 enters; with A = 0 every term vanishes and the series converges trivially.

In the proof, `e` is the displayed identity and `hb` is the contradictory bound |A| ≤ 0. `Summable` means unconditional convergence, but the argument shows that the terms do not tend to zero, so the series also diverges in the ordinary sense. The signs of a and R play no part in this argument, which needs only that both are nonzero.

```lean
/-- For `a > 0` and nonzero amplitude `A`, the series in `1/R` with coefficients
`A (n+1)! / a^n` diverges at every distance `R > 0`. -/
theorem series_diverges {A a R : ℝ} (hA : A ≠ 0) (ha : 0 < a) (hR : 0 < R) :
    ¬ Summable (fun n : ℕ => coeff A a n / R ^ n) := by
  intro hs
  -- if the terms tended to zero, so would their product with `(aR)^n / n!`
  have h := hs.tendsto_atTop_zero.mul
    (FloorSemiring.tendsto_pow_div_factorial_atTop (a * R))
  have e : ∀ n : ℕ, coeff A a n / R ^ n * ((a * R) ^ n / (n.factorial : ℝ))
      = A * ((n : ℝ) + 1) := by
    intro n
    have hn : (n.factorial : ℝ) ≠ 0 := by positivity
    rw [coeff, Nat.factorial_succ, mul_pow]
    push_cast
    field_simp
  simp only [e, mul_zero] at h
  -- but that product is `A (n+1)`, which stays away from zero
  have hb : |A| ≤ |(0 : ℝ)| := by
    refine ge_of_tendsto' h.abs (fun n => ?_)
    rw [abs_mul, abs_of_nonneg (by positivity : (0 : ℝ) ≤ (n : ℝ) + 1)]
    nlinarith [abs_nonneg A, mul_nonneg (abs_nonneg A) (Nat.cast_nonneg (α := ℝ) n)]
  rw [abs_zero] at hb
  exact absurd hb (not_le_of_gt (abs_pos.2 hA))
```

## Positive distance: the Laplace integral restores each term

For R > 0 the weight R exp(−Rt) decays, and

∫₀^∞ R exp(−Rt) c_n tⁿ/n! dt = (R c_n/n!) · n!/Rⁿ⁺¹ = c_n/Rⁿ.

The Borel transform therefore belongs to the original series term by term. For R < 0 and A ≠ 0 the integrand grows exponentially and the integral diverges. The proof takes the Gamma integral from Mathlib, at the exponent n + 1, and uses R > 0 there; `Real.Gamma_nat_eq_factorial` turns Γ(n+1) into n!.

The smallest case, n = 0, shows what the growth law is for. With the H2+ values it gives c_0 = exp(−2), whereas the expansion of −E starts at 1/2 hartree. The law describes high orders. Changing finitely many coefficients adds a polynomial in t to the Borel transform, and a polynomial contributes nothing to the loop integral.

```lean
/-- For `R > 0`, the Laplace integral with weight `R exp(-Rt)` turns the Borel term
`c_n t^n / n!` back into the term `c_n / R^n` of the original series. -/
theorem laplace_term (A a : ℝ) {R : ℝ} (hR : 0 < R) (n : ℕ) :
    ∫ t in Set.Ioi (0 : ℝ),
      R * Real.exp (-(R * t)) * (coeff A a n * t ^ n / (n.factorial : ℝ))
      = coeff A a n / R ^ n := by
  have g := Real.integral_rpow_mul_exp_neg_mul_Ioi (a := (n : ℝ) + 1) (r := R)
    (by positivity) hR
  have hp : (1 / R) ^ ((n : ℝ) + 1) = (1 / R) ^ (n + 1) := by
    exact_mod_cast Real.rpow_natCast (1 / R) (n + 1)
  rw [Real.Gamma_nat_eq_factorial, hp] at g
  simp only [add_sub_cancel_right, Real.rpow_natCast] at g
  have e : (fun t : ℝ =>
      R * Real.exp (-(R * t)) * (coeff A a n * t ^ n / (n.factorial : ℝ)))
      = fun t : ℝ => (R * coeff A a n / (n.factorial : ℝ))
        * (t ^ n * Real.exp (-(R * t))) := by
    funext t
    ring
  have hn : (n.factorial : ℝ) ≠ 0 := by positivity
  rw [e, MeasureTheory.integral_const_mul, g, one_div, inv_pow, pow_succ]
  field_simp
```

## Inside the disc ‖t‖ < a: the Borel series has a sum

Dividing by n! leaves c_n tⁿ/n! = A(n+1)xⁿ, with x = t/a. For |x| < 1,

Σ n xⁿ = x/(1−x)²,
Σ xⁿ = 1/(1−x),

and adding the two gives

Σ (n+1)xⁿ = (x + 1 − x)/(1−x)² = 1/(1−x)².

The condition ‖t‖ < a says that t is closer to the origin than the singularity. If |t| ≥ a and A ≠ 0, the terms have size at least |A| and the series diverges, while the closed form continues to make sense away from t = a. The loop integral uses this continuation, since part of every circle around a lies outside the disc.

In the proof, `hx` is |x| < 1, `h` adds the two Mathlib sums, `hterm` rewrites the terms and `hval` the value. `HasSum` states that the series converges and that its sum is the given value.

```lean
/-- For `a > 0` and `‖t‖ < a`, the Borel series `∑ c_n t^n / n!` of the coefficients
`c_n = A (n+1)! / a^n` converges to `A (1 - t/a)^(-2)`. -/
theorem borel_hasSum (A : ℝ) {a : ℝ} (ha : 0 < a) {t : ℂ} (ht : ‖t‖ < a) :
    HasSum (fun n : ℕ => (coeff A a n : ℂ) * t ^ n / (n.factorial : ℂ))
      (borel A a t) := by
  have hx : ‖t / (a : ℂ)‖ < 1 := by
    rw [norm_div, Complex.norm_real, Real.norm_of_nonneg ha.le, div_lt_one ha]
    exact ht
  have h1 : 1 - t / (a : ℂ) ≠ 0 := by
    intro h
    rw [← sub_eq_zero.1 h, norm_one] at hx
    exact lt_irrefl _ hx
  -- the geometric series plus its first moment
  have h := ((hasSum_coe_mul_geometric_of_norm_lt_one hx).add
    (hasSum_geometric_of_norm_lt_one hx)).mul_left (A : ℂ)
  have hterm : (fun n : ℕ => (coeff A a n : ℂ) * t ^ n / (n.factorial : ℂ))
      = fun n : ℕ => (A : ℂ) * ((n : ℂ) * (t / (a : ℂ)) ^ n + (t / (a : ℂ)) ^ n) := by
    funext n
    have hn : (n.factorial : ℂ) ≠ 0 := by exact_mod_cast n.factorial_ne_zero
    rw [coeff, Nat.factorial_succ]
    push_cast
    linear_combination
      ((A : ℂ) * ((n : ℂ) + 1) * t ^ n * ((a : ℂ) ^ n)⁻¹) * (mul_inv_cancel₀ hn)
  have hval : borel A a t = (A : ℂ) * (t / (a : ℂ) / (1 - t / (a : ℂ)) ^ 2
      + (1 - t / (a : ℂ))⁻¹) := by
    have h2 : (1 - t / (a : ℂ))⁻¹ = (1 - t / (a : ℂ)) / (1 - t / (a : ℂ)) ^ 2 := by
      field_simp
    rw [borel, h2, ← add_div, add_sub_cancel, mul_one_div]
  rw [hterm, hval]
  exact h
```

## A circle of positive radius around the double pole

Since 1 − t/a = −(t−a)/a, the closed form is A a²/(t−a)², a pure double pole. Cauchy's formula for the first derivative reads

∮ f(t)/(t−a)² dt = 2πi f′(a).

With f(t) = exp(−Rt) and f′(a) = −R exp(−Ra), the loop integral becomes

R · A a² · 2πi · (−R exp(−Ra)) = −2πi A a² R² exp(−Ra).

The radius r is arbitrary because the integrand has no other singularity. At r = 0 the path shrinks to a point and the integral is zero, which contradicts the formula when A and R are nonzero. There is no condition on R here, and a need only be nonzero.

The Mathlib lemma that does the analytic work is `DiffContOnCl.deriv_eq_smul_circleIntegral`. It asks for a function that is complex differentiable inside the disc and continuous up to its edge, and it returns the derivative at the centre as a circle integral, traversed counter-clockwise. The exponential is differentiable everywhere, so `hf` meets this condition for every r. The lemma also holds for vector-valued functions, which is why its integrand is written with the scalar product `•`; `smul_eq_mul` turns this into ordinary multiplication. The derivative itself comes from `hd`, and `hint` brings the integrand into the lemma's form.

```lean
/-- For `a ≠ 0`, the integral of `R exp(-Rt) A (1 - t/a)^(-2)` around any circle centred at
the double pole `t = a` equals `-2πi A a² R² exp(-Ra)`. -/
theorem circle_integral (A : ℝ) {a r : ℝ} (ha : a ≠ 0) (hr : 0 < r) (R : ℝ) :
    (∮ t in C((a : ℂ), r), (R : ℂ) * Complex.exp (-(R * t)) * borel A a t)
      = -(2 * π * Complex.I)
        * ((A * a ^ 2 * R ^ 2 * Real.exp (-(R * a)) : ℝ) : ℂ) := by
  have ha' : (a : ℂ) ≠ 0 := by exact_mod_cast ha
  have hd : HasDerivAt (fun t : ℂ => Complex.exp (-(R * t)))
      (-R * Complex.exp (-(R * a))) (a : ℂ) :=
    (((hasDerivAt_id' (a : ℂ)).const_mul (R : ℂ)).fun_neg.cexp).congr_deriv
      (by simp only [mul_one]; ring)
  have hf : Differentiable ℂ (fun t : ℂ => Complex.exp (-(R * t))) := by fun_prop
  -- Cauchy's formula for the first derivative
  have hJ : (∮ t in C((a : ℂ), r), (1 / (t - a) ^ 2) • Complex.exp (-(R * t)))
      = 2 * π * Complex.I * (-R * Complex.exp (-(R * a))) :=
    (DiffContOnCl.deriv_eq_smul_circleIntegral hr hf.diffContOnCl).trans
      (by rw [hd.deriv, smul_eq_mul])
  have hint : ∀ t : ℂ, (R : ℂ) * Complex.exp (-(R * t)) * borel A a t
      = (R * A * a ^ 2) * ((1 / (t - a) ^ 2) • Complex.exp (-(R * t))) := by
    intro t
    have h1 : 1 - t / (a : ℂ) = -((t - a) * (a : ℂ)⁻¹) := by
      linear_combination -(mul_inv_cancel₀ ha')
    rw [borel, h1, smul_eq_mul]
    generalize t - (a : ℂ) = x
    simp only [neg_sq, mul_pow, inv_pow, div_eq_mul_inv, mul_inv, inv_inv]
    ring
  simp only [hint]
  rw [circleIntegral.integral_const_mul, hJ]
  push_cast
  ring
```

## The H2+ values A = exp(−2) and a = 2

Squaring the splitting gives

D² = 16R² exp(−2) exp(−2R) = 4 · [A a² R² exp(−Ra)] at A = exp(−2), a = 2.

The value a = 2 reflects that D decays as exp(−R) and enters squared. The amplitude exp(−2) is the square of the factor exp(−1) in D.

```lean
/-- The square of the leading exchange splitting is `16 R² exp(-2) exp(-2R)`, written here
as four times `A a² R² exp(-Ra)` at `A = exp(-2)`, `a = 2`. -/
theorem splitting_sq (R : ℝ) : splitting R ^ 2
    = 4 * (Real.exp (-2) * 2 ^ 2 * R ^ 2 * Real.exp (-(R * 2))) := by
  have h : Real.exp (-R - 1) * Real.exp (-R - 1)
      = Real.exp (-2) * Real.exp (-(R * 2)) := by
    rw [← Real.exp_add, ← Real.exp_add]
    congr 1
    ring
  rw [splitting]
  linear_combination 16 * R ^ 2 * h
```

The loop integral is then −2πi · D²/4 = −(πi/2)D². The main theorem joins this to the Borel sum: the first part holds for all complex t with ‖t‖ < 2, the second for all real R and all r > 0. Its proof specialises the two general theorems and inserts the square of D. Reversing the sign of all these model coefficients, as is appropriate for E instead of −E, changes the loop integral to +(πi/2)D².

```lean
/-- The coefficients `exp(-2) (n+1)! / 2^n` have Borel sum `exp(-2) (1 - t/2)^(-2)` for
`‖t‖ < 2`, and the integral of `R exp(-Rt)` times this function around any circle centred at
`t = 2` is `-(πi/2) D²`, with `D` the leading exchange splitting of H2+. -/
theorem h2plus_borel_splitting :
    (∀ t : ℂ, ‖t‖ < 2 →
      HasSum (fun n : ℕ => (coeff (Real.exp (-2)) 2 n : ℂ) * t ^ n / (n.factorial : ℂ))
        (borel (Real.exp (-2)) 2 t)) ∧
    ∀ R r : ℝ, 0 < r →
      (∮ t in C(2, r), (R : ℂ) * Complex.exp (-(R * t)) * borel (Real.exp (-2)) 2 t)
        = -(π * Complex.I / 2) * ((splitting R ^ 2 : ℝ) : ℂ) := by
  refine ⟨fun t ht => borel_hasSum _ two_pos ht, fun R r hr => ?_⟩
  have h := circle_integral (Real.exp (-2)) (two_ne_zero : (2 : ℝ) ≠ 0) hr R
  rw [Complex.ofReal_ofNat] at h
  rw [h, splitting_sq]
  push_cast
  ring
```

## Agreement at all distances fixes the growth

Conversely, suppose that the loop integral for some A and some a > 0 equals −(πi/2)D² at every R > 0. Cancelling −2πi leaves

A a² R² exp(−Ra) = 4 exp(−2) R² exp(−2R).

At R = 1 and R = 2 this reads

A a² exp(−a) = 4 exp(−4),
A a² exp(−2a) = 4 exp(−6).

Dividing the second equation by the first gives exp(−a) = exp(−2), so a = 2, and the first then gives A = exp(−2). Within this two-parameter family, the splitting determines both the rate and the amplitude of the growth.

Agreement at a single distance would not be enough: for any a > 0, one can choose A to match D² at that R. The positivity of a serves only to make a nonzero, since the exponentials select a = 2 by themselves.

The proof obtains the general equation as `e` and its two instances as `e1` and `e2`. Instead of dividing, it combines them linearly and cancels a nonzero factor to reach `huv`, which is exp(−a) = exp(−2); injectivity of the exponential does the rest. The reverse direction inserts the two values into the circle integral.

```lean
/-- Among the growth laws `A (n+1)! / a^n` with `a > 0`, the contour integral around `t = a`
equals `-(πi/2) D²` at all distances `R > 0` exactly when `a = 2` and `A = exp(-2)`. -/
theorem growth_determined_by_splitting {A a r : ℝ} (ha : 0 < a) (hr : 0 < r) :
    (∀ R : ℝ, 0 < R →
      (∮ t in C((a : ℂ), r), (R : ℂ) * Complex.exp (-(R * t)) * borel A a t)
        = -(π * Complex.I / 2) * ((splitting R ^ 2 : ℝ) : ℂ))
      ↔ a = 2 ∧ A = Real.exp (-2) := by
  constructor
  · intro h
    have e : ∀ R : ℝ, 0 < R → A * a ^ 2 * R ^ 2 * Real.exp (-(R * a))
        = Real.exp (-2) * 2 ^ 2 * R ^ 2 * Real.exp (-(R * 2)) := by
      intro R hR
      apply Complex.ofReal_injective
      apply mul_left_cancel₀ (neg_ne_zero.2 Complex.two_pi_I_ne_zero)
      rw [← circle_integral A ha.ne' hr R, h R hR, splitting_sq]
      push_cast
      ring
    -- the distances 1 and 2 fix the exponent, then the amplitude
    have e1 := e 1 one_pos
    have e2 := e 2 two_pos
    have hexp : ∀ x : ℝ, Real.exp (-(2 * x)) = Real.exp (-x) ^ 2 := by
      intro x
      rw [sq, ← Real.exp_add]
      congr 1
      ring
    simp only [one_mul, one_pow, mul_one] at e1
    rw [hexp a, hexp 2] at e2
    have hv : Real.exp (-2) ≠ 0 := (Real.exp_pos _).ne'
    have huv : Real.exp (-a) = Real.exp (-2) := by
      apply mul_left_cancel₀ (mul_ne_zero four_ne_zero (pow_ne_zero 2 hv))
      linear_combination -Real.exp (-a) * e1 + (1 / 4) * e2
    have ha2 : a = 2 := neg_injective (Real.exp_injective huv)
    rw [ha2] at e1
    exact ⟨ha2, mul_right_cancel₀ hv (by linear_combination (1 / 4) * e1)⟩
  · rintro ⟨rfl, rfl⟩ R _
    rw [circle_integral _ two_ne_zero hr R, splitting_sq]
    push_cast
    ring

end

end BorelExchangeSplitting
```

```lean
#print axioms BorelExchangeSplitting.series_diverges
-- 'BorelExchangeSplitting.series_diverges' depends on axioms: [propext, Classical.choice, Quot.sound]
#print axioms BorelExchangeSplitting.laplace_term
-- 'BorelExchangeSplitting.laplace_term' depends on axioms: [propext, Classical.choice, Quot.sound]
#print axioms BorelExchangeSplitting.h2plus_borel_splitting
-- 'BorelExchangeSplitting.h2plus_borel_splitting' depends on axioms: [propext, Classical.choice, Quot.sound]
#print axioms BorelExchangeSplitting.growth_determined_by_splitting
-- 'BorelExchangeSplitting.growth_determined_by_splitting' depends on axioms: [propext, Classical.choice, Quot.sound]
```
